# A Lipschitz Hessian guarantees an energy gain along an SCF instability

An SCF calculation has converged: the orbital gradient is zero. A stability analysis then finds a negative eigenvalue of the orbital Hessian, so the solution is a saddle point or a maximum, and the energy falls along the corresponding eigenvector. The eigenvalue describes the surface only at the converged point. How far should one step, and how much energy is certain to be gained?

The answer needs a limit on how quickly the curvature can change. Let E be the energy as a function of the orbital parameters, with gradient g and Hessian H, and suppose that for some L > 0

‖H(y) − H(z)‖ ≤ L ‖y − z‖ for all y and z.

The constant L measures anharmonicity: where third derivatives exist, it bounds them. Let x be a stationary point, g(x) = 0, and let v be a unit vector with H(x)v = −k v and k > 0. Then

E(x ± (2k/L) v) ≤ E(x) − 2k³/(3L²)

for both signs.

## From bounded curvature change to a cubic bound

Restrict the energy to a line by setting φ(t) = E(x + t v). By the chain rule,

φ′(t) = ⟨g(x + t v), v⟩,
φ″(t) = ⟨H(x + t v) v, v⟩.

For t ≥ 0, the Cauchy–Schwarz inequality and ‖v‖ = 1 give

φ″(t) − φ″(0) = ⟨(H(x + t v) − H(x)) v, v⟩ ≤ ‖H(x + t v) − H(x)‖ ≤ L t.

Integrating φ″(t) ≤ φ″(0) + L t from 0 gives

φ′(t) ≤ φ′(0) + φ″(0) t + L t²/2,

and integrating again gives

φ(t) ≤ φ(0) + φ′(0) t + φ″(0) t²/2 + L t³/6.

At the stationary point φ′(0) = 0 and φ″(0) = −k, so

E(x + t v) ≤ E(x) − k t²/2 + L t³/6.

The right-hand side has slope −k t + L t²/2, which vanishes at t = 2k/L. There the change is

−(k/2)(4k²/L²) + (L/6)(8k³/L³) = −2k³/L² + 4k³/(3L²) = −2k³/(3L²).

Replacing v by −v changes neither the zero slope nor the curvature, so the opposite step has the same guarantee. Away from a stationary point the slope along −v is minus the slope along v. At least one of them is not positive, and in that direction the linear term can only help.

## One electron in the wrong orbital

Take two orthonormal orbitals with energies +0.1 and −0.1 hartree and no coupling, and put one electron in the upper one. Rotating the occupied orbital by an angle θ towards the lower one gives

E(θ) = 0.1 cos²θ − 0.1 sin²θ = 0.1 cos 2θ.

At θ = 0 the slope is zero and the curvature is −0.4, so k = 0.4. The third derivative is 0.8 sin 2θ, so L = 0.8. The step is 2k/L = 1 radian, and the guaranteed gain is

2(0.4)³/(3(0.8)²) = 0.128/1.92 ≈ 0.067 hartree.

The actual gain is 0.1(1 − cos 2) ≈ 0.142 hartree. The bound is safe but not tight here, because the curvature changes more slowly near θ = 0 than L allows.

## The energy surface in Lean

The orbital parameters form a real inner product space `V`. This includes ℝⁿ with its Euclidean norm, and finite dimension is not required.

```lean
import Mathlib

open scoped InnerProductSpace Topology
open Filter

noncomputable section

namespace SCFInstability

variable {V : Type*} [NormedAddCommGroup V] [InnerProductSpace ℝ V]
```

The field `grad` says that the derivative of `E` at `y` is the map w ↦ ⟨g(y), w⟩, which makes `g` the gradient. The field `hess` says that `H y` is the derivative of `g` at `y`, and `lip` is the Lipschitz condition in operator norm.

```lean
/-- The energy surface `E` has gradient `g` and Hessian `H` everywhere, and the Hessian is
Lipschitz in operator norm with constant `L`. -/
structure HasLipschitzHessian (E : V → ℝ) (g : V → V) (H : V → V →L[ℝ] V) (L : ℝ) :
    Prop where
  grad : ∀ y, HasFDerivAt E (innerSL ℝ (g y)) y
  hess : ∀ y, HasFDerivAt g (H y) y
  lip : ∀ y z, ‖H y - H z‖ ≤ L * ‖y - z‖
```

These conventions fix the scale of k: it is minus the second derivative of the energy along a unit vector. A stability program may report eigenvalues with a different prefactor, which must be converted first. What remains to be supplied for a real SCF calculation is a proof that its energy, in the chosen orbital parameters, satisfies this structure with a known L.

## Two integrations by monotonicity

The formal proof replaces integrals by a comparison of slopes. A function that starts at zero and has nonnegative slope for t ≥ 0 is monotone there, hence nonnegative.

```lean
/-- A differentiable function that vanishes at zero and has nonnegative slope at all `t ≥ 0`
is nonnegative for `t ≥ 0`. -/
theorem nonneg_of_slope_nonneg {h h' : ℝ → ℝ} (hd : ∀ t, HasDerivAt h (h' t) t)
    (h0 : h 0 = 0) (hp : ∀ t, 0 ≤ t → 0 ≤ h' t) {t : ℝ} (ht : 0 ≤ t) : 0 ≤ h t := by
  have mono : MonotoneOn h (Set.Ici 0) :=
    monotoneOn_of_deriv_nonneg (convex_Ici 0)
      (fun s _ => (hd s).continuousAt.continuousWithinAt)
      (fun s _ => (hd s).differentiableAt.differentiableWithinAt)
      (fun s hs => by
        rw [(hd s).deriv]
        exact hp s (interior_subset hs))
  have := mono (Set.mem_Ici.2 le_rfl) (Set.mem_Ici.2 ht) ht
  linarith
```

The next lemma applies this twice, each time to the difference between a bound and the function that it bounds. In `slope` the difference is the quadratic bound minus `f'`, and its derivative is nonnegative by the assumed curvature bound. In `value` it is the cubic bound minus `f`, whose derivative is the quantity just shown to be nonnegative.

```lean
/-- If the curvature of a function of one variable is at most `a + L t` for all `t ≥ 0`, the
function is, for all `t ≥ 0`, at most the cubic obtained by integrating this bound twice from zero,
starting from the function's own slope and value there. -/
theorem cubic_majorant {f f' f'' : ℝ → ℝ} {a L : ℝ} (h1 : ∀ t, HasDerivAt f (f' t) t)
    (h2 : ∀ t, HasDerivAt f' (f'' t) t) (hb : ∀ t, 0 ≤ t → f'' t ≤ a + L * t)
    {t : ℝ} (ht : 0 ≤ t) :
    f t ≤ f 0 + t * f' 0 + t ^ 2 / 2 * a + L * t ^ 3 / 6 := by
  -- first integration: a quadratic bound on the slope
  have slope : ∀ s, 0 ≤ s → 0 ≤ f' 0 + a * s + L / 2 * (s * s) - f' s := by
    intro s hs
    refine nonneg_of_slope_nonneg (h := fun s => f' 0 + a * s + L / 2 * (s * s) - f' s)
      (h' := fun s => a + L * s - f'' s) (fun r => ?_) (by ring)
      (fun r hr => by linarith [hb r hr]) hs
    have i := hasDerivAt_id' r
    exact ((((i.const_mul a).const_add (f' 0)).fun_add
      ((i.fun_mul i).const_mul (L / 2))).fun_sub (h2 r)).congr_deriv (by ring)
  -- second integration: a cubic bound on the function
  have value : 0 ≤ f 0 + f' 0 * t + a / 2 * (t * t) + L / 6 * (t * t * t) - f t := by
    refine nonneg_of_slope_nonneg
      (h := fun s => f 0 + f' 0 * s + a / 2 * (s * s) + L / 6 * (s * s * s) - f s)
      (h' := fun s => f' 0 + a * s + L / 2 * (s * s) - f' s) (fun r => ?_) (by ring)
      slope ht
    have i := hasDerivAt_id' r
    exact (((((i.const_mul (f' 0)).const_add (f 0)).fun_add
      ((i.fun_mul i).const_mul (a / 2))).fun_add
      (((i.fun_mul i).fun_mul i).const_mul (L / 6))).fun_sub (h1 r)).congr_deriv (by ring)
  linarith
```

For the energy, `line`, `d1` and `d2` are the chain-rule formulas for φ′ and φ″. The step `curv` combines the Lipschitz condition, the operator-norm inequality and Cauchy–Schwarz into φ″(s) ≤ φ″(0) + L s.

```lean
/-- On a surface with `L`-Lipschitz Hessian, the energy after a step of length `t ≥ 0` along a unit
vector `v` is at most its second-order Taylor value plus `L t³ / 6`. -/
theorem energy_le_cubic {E : V → ℝ} {g : V → V} {H : V → V →L[ℝ] V} {L : ℝ}
    (h : HasLipschitzHessian E g H L) (x : V) {v : V} (hv : ‖v‖ = 1) {t : ℝ} (ht : 0 ≤ t) :
    E (x + t • v) ≤ E x + t * ⟪g x, v⟫_ℝ + t ^ 2 / 2 * ⟪H x v, v⟫_ℝ + L * t ^ 3 / 6 := by
  have line : ∀ s : ℝ, HasDerivAt (fun s : ℝ => x + s • v) v s := fun s =>
    (((hasDerivAt_id' s).smul_const v).const_add x).congr_deriv (one_smul ℝ v)
  have d1 : ∀ s : ℝ, HasDerivAt (fun s : ℝ => E (x + s • v)) ⟪g (x + s • v), v⟫_ℝ s :=
    fun s => (h.grad _).comp_hasDerivAt s (line s)
  have d2 : ∀ s : ℝ, HasDerivAt (fun s : ℝ => ⟪g (x + s • v), v⟫_ℝ)
      ⟪H (x + s • v) v, v⟫_ℝ s := by
    intro s
    have d : HasDerivAt (fun s : ℝ => g (x + s • v)) (H (x + s • v) v) s :=
      (h.hess _).comp_hasDerivAt s (line s)
    exact (d.inner ℝ (hasDerivAt_const s v)).congr_deriv (by simp)
  -- the Lipschitz condition limits how fast the curvature along v can grow
  have curv : ∀ s : ℝ, 0 ≤ s → ⟪H (x + s • v) v, v⟫_ℝ ≤ ⟪H x v, v⟫_ℝ + L * s := by
    intro s hs
    have l := h.lip (x + s • v) x
    rw [add_sub_cancel_left, norm_smul, hv, mul_one, Real.norm_of_nonneg hs] at l
    have b := (H (x + s • v) - H x).le_opNorm v
    rw [hv, mul_one] at b
    have c := real_inner_le_norm ((H (x + s • v) - H x) v) v
    have e : ⟪(H (x + s • v) - H x) v, v⟫_ℝ
        = ⟪H (x + s • v) v, v⟫_ℝ - ⟪H x v, v⟫_ℝ := by
      rw [← inner_sub_left]
      rfl
    rw [hv, mul_one, e] at c
    linarith
  have key := cubic_majorant d1 d2 curv ht
  simp only [zero_smul, add_zero] at key
  exact key
```

## The gain, with and without stationarity

The first gain theorem assumes a slope that is not positive and a curvature of at most −k along `v`. It inserts t = 2k/L into the cubic bound. The facts `b1` and `b2` handle the linear and quadratic terms, and `e` is the cancellation computed above.

```lean
/-- On a surface with `L`-Lipschitz Hessian, if the energy does not rise to first order along the
unit vector `v` and its curvature there is at most `-k`, with `k ≥ 0` and `L > 0`, the step `2k/L`
along `v` lowers the energy by at least `2k³/(3L²)`. -/
theorem gain_along_descent {E : V → ℝ} {g : V → V} {H : V → V →L[ℝ] V} {L k : ℝ}
    (h : HasLipschitzHessian E g H L) (hL : 0 < L) (hk : 0 ≤ k) {x v : V} (hv : ‖v‖ = 1)
    (hg : ⟪g x, v⟫_ℝ ≤ 0) (hc : ⟪H x v, v⟫_ℝ ≤ -k) :
    E (x + (2 * k / L) • v) ≤ E x - 2 * k ^ 3 / (3 * L ^ 2) := by
  have ht : 0 ≤ 2 * k / L := by positivity
  have b := energy_le_cubic h x hv ht
  have b1 := mul_le_mul_of_nonneg_left hg ht
  have b2 := mul_le_mul_of_nonneg_left hc (by positivity : 0 ≤ (2 * k / L) ^ 2 / 2)
  have e : (2 * k / L) ^ 2 / 2 * (-k) + L * (2 * k / L) ^ 3 / 6
      = -(2 * k ^ 3 / (3 * L ^ 2)) := by
    field_simp
    ring
  linarith
```

If nothing is known about the gradient, the sign of ⟨g(x), v⟩ decides the direction. The conclusion is therefore an "or": at least one of the two steps achieves the gain. Here `v` need not be an eigenvector.

```lean
/-- On a surface with `L`-Lipschitz Hessian, at any point, stationary or not, where the curvature
along a unit vector `v` is at most `-k`, with `k ≥ 0` and `L > 0`, the step `2k/L` along at least
one of `v` and `-v` lowers the energy by at least `2k³/(3L²)`. -/
theorem gain_for_one_sign {E : V → ℝ} {g : V → V} {H : V → V →L[ℝ] V} {L k : ℝ}
    (h : HasLipschitzHessian E g H L) (hL : 0 < L) (hk : 0 ≤ k) {x v : V} (hv : ‖v‖ = 1)
    (hc : ⟪H x v, v⟫_ℝ ≤ -k) :
    E (x + (2 * k / L) • v) ≤ E x - 2 * k ^ 3 / (3 * L ^ 2) ∨
      E (x - (2 * k / L) • v) ≤ E x - 2 * k ^ 3 / (3 * L ^ 2) := by
  rcases le_total ⟪g x, v⟫_ℝ 0 with hg | hg
  · exact Or.inl (gain_along_descent h hL hk hv hg hc)
  · right
    have b := gain_along_descent h hL hk (x := x) (v := -v) (by rw [norm_neg, hv])
      (by rw [inner_neg_right]; linarith)
      (by rw [map_neg, inner_neg_neg]; exact hc)
    rwa [smul_neg, ← sub_eq_add_neg] at b
```

At a stationary point the "or" becomes an "and". The eigenvalue equation gives ⟨H(x)v, v⟩ = −k, the gradient term vanishes, and the first gain theorem is applied to `v` and to `-v`.

```lean
/-- At a stationary point whose Hessian has a unit eigenvector `v` with eigenvalue `-k < 0`,
on a surface with `L`-Lipschitz Hessian, `L > 0`, the step `2k/L` along `v` and the same step
along `-v` each lower the energy by at least `2k³/(3L²)`. -/
theorem instability_gain {E : V → ℝ} {g : V → V} {H : V → V →L[ℝ] V} {L k : ℝ}
    (h : HasLipschitzHessian E g H L) (hL : 0 < L) (hk : 0 < k) {x v : V} (hv : ‖v‖ = 1)
    (hx : g x = 0) (hev : H x v = (-k) • v) :
    E (x + (2 * k / L) • v) ≤ E x - 2 * k ^ 3 / (3 * L ^ 2) ∧
      E (x - (2 * k / L) • v) ≤ E x - 2 * k ^ 3 / (3 * L ^ 2) := by
  have hc : ⟪H x v, v⟫_ℝ ≤ -k := by
    rw [hev, real_inner_smul_left, real_inner_self_eq_norm_sq, hv]
    linarith
  refine ⟨gain_along_descent h hL hk.le hv (by rw [hx, inner_zero_left]) hc, ?_⟩
  have b := gain_along_descent h hL hk.le (x := x) (v := -v) (by rw [norm_neg, hv])
    (by rw [hx, inner_zero_left]) (by rw [map_neg, inner_neg_neg]; exact hc)
  rwa [smul_neg, ← sub_eq_add_neg] at b
```

For second-order SCF, this supplies a step length and a minimum energy decrease for leaving an unstable solution, provided that a valid L is known for the parametrisation in use. It does not say that the new point is stationary or near a minimum.

## A surface on which the bound is attained

Consider a single parameter s and the energy

m(s) = −k s²/2 + L |s|³/6.

Its curvature, −k + L|s|, grows away from the origin at exactly the greatest rate that L permits. The energy, gradient and Hessian are defined separately, the Hessian as multiplication by a number.

```lean
/-- The one-dimensional model energy `-k s²/2 + L |s|³/6`. -/
def modelEnergy (k L s : ℝ) : ℝ := -(k / 2) * s ^ 2 + L / 6 * |s| ^ 3

/-- The function `-k s + L s |s|/2`, the gradient of the model energy. -/
def modelGradient (k L s : ℝ) : ℝ := -k * s + L / 2 * (s * |s|)

/-- Multiplication by `-k + L |s|`, the Hessian of the model energy. -/
def modelHessian (k L s : ℝ) : ℝ →L[ℝ] ℝ := (-k + L * |s|) • ContinuousLinearMap.id ℝ ℝ
```

The absolute value calls for care at the origin. There the difference quotient of s|s| is |s|, which tends to zero; elsewhere the product rule gives 2|s|.

```lean
/-- The function `s |s|` has derivative `2 |s|` everywhere, including at zero. -/
theorem hasDerivAt_mul_abs (s : ℝ) : HasDerivAt (fun r : ℝ => r * |r|) (2 * |s|) s := by
  by_cases hs : s = 0
  · subst hs
    rw [hasDerivAt_iff_tendsto_slope]
    have l : Tendsto (fun r : ℝ => |r|) (𝓝[≠] 0) (𝓝 (2 * |(0 : ℝ)|)) := by
      have c := (continuous_abs.tendsto (0 : ℝ)).mono_left
        (nhdsWithin_le_nhds (s := {(0 : ℝ)}ᶜ))
      simpa using c
    refine l.congr' ?_
    filter_upwards [self_mem_nhdsWithin] with r hr
    have hr' : r ≠ 0 := hr
    rw [slope_def_field, zero_mul, sub_zero, sub_zero, mul_div_cancel_left₀ _ hr']
  · refine ((hasDerivAt_id' s).fun_mul (hasDerivAt_abs hs)).congr_deriv ?_
    rw [self_mul_sign]
    ring
```

With this derivative, the model can be shown to satisfy every condition on the surface. The Lipschitz condition reduces to the inequality ||y| − |z|| ≤ |y − z|. The origin is stationary, and the unit vector 1 is an eigenvector with eigenvalue −k.

```lean
/-- For `L ≥ 0` the model energy has an `L`-Lipschitz Hessian, and the origin is a stationary
point where the unit vector `1` is a Hessian eigenvector with eigenvalue `-k`. -/
theorem instability_gain_witness (k : ℝ) {L : ℝ} (hL : 0 ≤ L) :
    HasLipschitzHessian (modelEnergy k L) (modelGradient k L) (modelHessian k L) L ∧
      modelGradient k L 0 = 0 ∧ modelHessian k L 0 1 = (-k) • (1 : ℝ) := by
  refine ⟨⟨fun y => ?_, fun y => ?_, fun y z => ?_⟩, by simp [modelGradient],
    by simp [modelHessian]⟩
  · have e : modelEnergy k L = fun s => -(k / 2) * (s * s) + L / 6 * (s * |s| * s) := by
      funext s
      have c : |s| ^ 3 = s * |s| * s := by
        rw [pow_succ, sq_abs]
        ring
      rw [modelEnergy, c]
      ring
    have i := hasDerivAt_id' y
    have d : HasDerivAt (modelEnergy k L) (modelGradient k L y) y := by
      rw [e]
      exact (((i.fun_mul i).const_mul (-(k / 2))).fun_add
        (((hasDerivAt_mul_abs y).fun_mul i).const_mul (L / 6))).congr_deriv
        (by rw [modelGradient]; ring)
    exact d.hasFDerivAt.congr_fderiv (by ext; simp)
  · have d : HasDerivAt (modelGradient k L) (-k + L * |y|) y :=
      (((hasDerivAt_id' y).const_mul (-k)).fun_add
        ((hasDerivAt_mul_abs y).const_mul (L / 2))).congr_deriv (by ring)
    exact d.hasFDerivAt.congr_fderiv (by ext; simp [modelHessian])
  · refine ContinuousLinearMap.opNorm_le_bound _ (mul_nonneg hL (norm_nonneg _)) fun w => ?_
    change ‖(-k + L * |y|) * w - (-k + L * |z|) * w‖ ≤ L * ‖y - z‖ * ‖w‖
    rw [show (-k + L * |y|) * w - (-k + L * |z|) * w = L * (|y| - |z|) * w by ring,
      norm_mul, norm_mul, Real.norm_of_nonneg hL]
    exact mul_le_mul_of_nonneg_right
      (mul_le_mul_of_nonneg_left (abs_norm_sub_norm_le y z) hL) (norm_nonneg w)
```

The depth of the minimum follows from the factorisation

m(s) + 2k³/(3L²) = (L/6)(|s| − 2k/L)²(|s| + k/L).

For k ≥ 0 and L > 0 the right-hand side is never negative, and it vanishes at s = 2k/L. The Lean proof establishes this identity as `fac` and reads off both statements.

```lean
/-- For `k ≥ 0` and `L > 0`, no displacement on the model surface lowers the energy below its
value at the origin by more than `2k³/(3L²)`, and the step `2k/L` lowers it by exactly this. -/
theorem gain_sharp {k L : ℝ} (hk : 0 ≤ k) (hL : 0 < L) :
    (∀ s, modelEnergy k L 0 - 2 * k ^ 3 / (3 * L ^ 2) ≤ modelEnergy k L s) ∧
      modelEnergy k L (2 * k / L) = modelEnergy k L 0 - 2 * k ^ 3 / (3 * L ^ 2) := by
  have z : modelEnergy k L 0 = 0 := by simp [modelEnergy]
  -- the energy above the claimed minimum factorises with a double root at 2k/L
  have fac : ∀ s, modelEnergy k L s + 2 * k ^ 3 / (3 * L ^ 2)
      = L / 6 * (|s| - 2 * k / L) ^ 2 * (|s| + k / L) := by
    intro s
    rw [modelEnergy, ← sq_abs s]
    generalize |s| = a
    field_simp
    ring
  constructor
  · intro s
    have p : 0 ≤ L / 6 * (|s| - 2 * k / L) ^ 2 * (|s| + k / L) := by positivity
    linarith [fac s]
  · have f := fac (2 * k / L)
    rw [abs_of_nonneg (by positivity : 0 ≤ 2 * k / L), sub_self] at f
    linarith

end SCFInstability
```

For k > 0 this model meets all the hypotheses of `instability_gain`, and no step on it, of any length, gains more than 2k³/(3L²). A larger guarantee would therefore need information about the surface beyond k and L.

```lean
#print axioms SCFInstability.gain_for_one_sign
#print axioms SCFInstability.instability_gain
#print axioms SCFInstability.gain_sharp
```

```
'SCFInstability.gain_for_one_sign' depends on axioms: [propext, Classical.choice, Quot.sound]
'SCFInstability.instability_gain' depends on axioms: [propext, Classical.choice, Quot.sound]
'SCFInstability.gain_sharp' depends on axioms: [propext, Classical.choice, Quot.sound]
```
